# Reducing the Coulomb energy of a charged sheet in a uniaxial medium to an in-plane integral

Let $q$ be an in-plane wavevector, $k=|q|$ its length, and $x$ the out-of-plane wavenumber. The medium is homogeneous, fills all space, and has in-plane permittivity $a$ and out-of-plane permittivity $b$, both real constants. Units are Gaussian.

```lean
import Mathlib

open MeasureTheory
open scoped Real

namespace UniaxialSheetCoulomb

noncomputable section
```

In-plane wavevectors are points of the Euclidean plane, with its usual length and area.

```lean
/-- The space of in-plane wavevectors. -/
abbrev Plane := EuclideanSpace ℝ (Fin 2)
```

In reciprocal space, Poisson's equation for a charge density $\rho$ and potential $\phi$ reads $(ak^2+bx^2)\,\phi=4\pi\rho$. The Coulomb kernel is therefore

$$K(k,x)=\frac{4\pi}{ak^2+bx^2}.$$

Lean's division returns 0 where a denominator vanishes; in the theorems below this happens only on null sets and does not affect the results.

```lean
/-- The Coulomb kernel (Gaussian units) of a uniaxial medium with in-plane permittivity `a` and
out-of-plane permittivity `b`, at in-plane wavenumber `k` and out-of-plane wavenumber `x`.
Its domain is `a k² + b x² ≠ 0`. -/
def coulombKernel (a b k x : ℝ) : ℝ := 4 * π / (a * k ^ 2 + b * x ^ 2)
```

A sheet of zero thickness has charge density $\sigma(r)\,\delta(z)$, where $r$ is the in-plane position and $z$ the height. Its Fourier transform $\sigma(q)=\int\sigma(r)\,e^{-iq\cdot r}\,d^2r$ does not depend on $x$. The electrostatic energy, self-energy included, is

$$E=\frac12\,\frac{1}{(2\pi)^3}\int d^2q\int dx\;|\sigma(q)|^2\,K(|q|,x).$$

In Lean, `sheetEnergy` takes any complex function `σ` on the plane, and a point `p : Plane × ℝ` has in-plane part `p.1` and out-of-plane part `p.2`. The energy formula is a definition here; it is not derived from Maxwell's equations.

```lean
/-- The electrostatic energy of a charged sheet of zero thickness in the uniaxial medium, as an
integral over three-dimensional reciprocal space; `σ` is the Fourier transform of the sheet's charge
density. The value is meaningful for positive permittivities and an integrable integrand; Lean's
integral returns 0 when the integrand is not integrable. -/
def sheetEnergy (a b : ℝ) (σ : Plane → ℂ) : ℝ :=
  1 / 2 * (1 / (2 * π) ^ 3) *
    ∫ p : Plane × ℝ, ‖σ p.1‖ ^ 2 * coulombKernel a b ‖p.1‖ p.2
```

The results bear on the electrostatics of localised charge in two-dimensional materials, such as that of a charged defect, within a model of fixed charge of zero thickness in a uniform medium. Dielectric interfaces and finite thickness are absent.

## (a) Rescaling to a standard Lorentzian

Let $a,b,k>0$ and put $\lambda=\sqrt{ab}/(ak)$. Show that for every real $x$

$$\frac{1}{ak^2+bx^2}=\frac{1}{ak^2}\,\frac{1}{1+(\lambda x)^2}.$$

Squaring the scale factor gives

$$(\lambda x)^2=\frac{ab\,x^2}{a^2k^2}=\frac{bx^2}{ak^2},
\qquad
1+(\lambda x)^2=\frac{ak^2+bx^2}{ak^2}.$$

Taking the reciprocal and dividing by $ak^2$ gives the claim.

In the proof, `h1` is the first of these identities and `h2` supplies the second. Positivity of the denominator, `hD`, permits the final cancellation.

```lean
variable {a b k : ℝ}

/-- For positive permittivities and positive in-plane wavenumber, a rescaling of the out-of-plane
wavenumber turns the anisotropic denominator into that of a standard Lorentzian. -/
theorem lorentzian_rescale (ha : 0 < a) (hb : 0 < b) (hk : 0 < k) (x : ℝ) :
    1 / (a * k ^ 2 + b * x ^ 2) =
      1 / (a * k ^ 2) * (1 + (√(a * b) / (a * k) * x) ^ 2)⁻¹ := by
  have hs : √(a * b) ^ 2 = a * b := Real.sq_sqrt (by positivity)
  have h1 : (√(a * b) / (a * k) * x) ^ 2 = b * x ^ 2 / (a * k ^ 2) := by
    rw [mul_pow, div_pow, hs]
    field_simp
  have h2 : 1 + b * x ^ 2 / (a * k ^ 2) = (a * k ^ 2 + b * x ^ 2) / (a * k ^ 2) := by
    field_simp
  have hD : 0 < a * k ^ 2 + b * x ^ 2 := by positivity
  rw [h1, h2, inv_div]
  field_simp
```

## (b) The integral over all out-of-plane wavenumbers

For $a,b,k>0$, show that $1/(ak^2+bx^2)$ is integrable over the real line and that

$$\int_{-\infty}^{\infty}\frac{dx}{ak^2+bx^2}=\frac{\pi}{k\sqrt{ab}}.$$

The Lorentzian $1/(1+y^2)$ is integrable with area $\pi$, and a nonzero rescaling of the variable preserves integrability. With $y=\lambda x$ and $dx=dy/\lambda$, part (a) gives

$$\int_{-\infty}^{\infty}\frac{dx}{ak^2+bx^2}
=\frac{1}{ak^2}\cdot\frac{\pi}{\lambda}
=\frac{1}{ak^2}\cdot\frac{ak}{\sqrt{ab}}\,\pi
=\frac{\pi}{k\sqrt{ab}}.$$

The theorem is a conjunction: integrability first, then the value. Mathlib provides both facts about the Lorentzian. Its change-of-variables lemma produces the factor $|\lambda^{-1}|$, and `abs_of_pos` removes the absolute value because $\lambda>0$.

```lean
/-- For positive permittivities and positive in-plane wavenumber `k`, the function
`1 / (a k² + b x²)` is integrable over all out-of-plane wavenumbers `x`, and its integral is
`π / (k √(a b))`. -/
theorem integral_out_of_plane (ha : 0 < a) (hb : 0 < b) (hk : 0 < k) :
    Integrable (fun x : ℝ => 1 / (a * k ^ 2 + b * x ^ 2)) ∧
      ∫ x : ℝ, 1 / (a * k ^ 2 + b * x ^ 2) = π / (k * √(a * b)) := by
  have hs : 0 < √(a * b) := Real.sqrt_pos.mpr (mul_pos ha hb)
  have hc : 0 < √(a * b) / (a * k) := by positivity
  rw [funext (lorentzian_rescale ha hb hk)]
  refine ⟨(integrable_inv_one_add_sq.comp_mul_left' hc.ne').const_mul _, ?_⟩
  -- the standard Lorentzian has area π, which gives the area of the rescaled one
  have h1 : ∫ x : ℝ, (1 + (√(a * b) / (a * k) * x) ^ 2)⁻¹ = |(√(a * b) / (a * k))⁻¹| * π := by
    exact (Measure.integral_comp_mul_left (fun y : ℝ => (1 + y ^ 2)⁻¹)
      (√(a * b) / (a * k))).trans
        (congrArg (fun t : ℝ => |(√(a * b) / (a * k))⁻¹| * t) integral_univ_inv_one_add_sq)
  rw [integral_const_mul, h1, abs_of_pos (inv_pos.mpr hc)]
  field_simp
```

## (c) A finite out-of-plane cutoff

For $a,b,k>0$ and any real $X$, show that

$$\int_{-X}^{X}\frac{dx}{ak^2+bx^2}
=\frac{2}{k\sqrt{ab}}\arctan(\lambda X).$$

The same substitution now has limits $\pm\lambda X$:

$$\frac{1}{ak^2\lambda}\int_{-\lambda X}^{\lambda X}\frac{dy}{1+y^2}
=\frac{1}{k\sqrt{ab}}\bigl[\arctan(\lambda X)-\arctan(-\lambda X)\bigr].$$

Since the arctangent is odd, the bracket equals $2\arctan(\lambda X)$.

Lean uses an oriented interval integral, so negative $X$ is allowed and reverses the sign. The step `h1` performs the substitution, and `Real.arctan_neg` uses the oddness.

In a calculation that truncates the out-of-plane wavenumber at $X>0$, the captured fraction of the full integral is $(2/\pi)\arctan(\lambda X)$. For $\lambda X\gg1$ the missing fraction is about $2/(\pi\lambda X)$, so convergence in the cutoff is only of first order in $1/X$. This holds for a sheet of zero thickness; a smooth charge profile of finite thickness multiplies the integrand by a factor that decays at large $|x|$, and convergence is then faster. A supercell code that is periodic along the normal with period $L$ also replaces the integral by a sum over multiples of $2\pi/L$, which brings in the interaction with periodic images.

```lean
/-- For positive permittivities and positive in-plane wavenumber `k`, the oriented integral of
`1 / (a k² + b x²)` over `x` from `-X` to `X` is `2 / (k √(a b))` times the arctangent of
`(√(a b) / (a k)) X`. -/
theorem integral_with_cutoff (ha : 0 < a) (hb : 0 < b) (hk : 0 < k) (X : ℝ) :
    ∫ x in (-X)..X, 1 / (a * k ^ 2 + b * x ^ 2) =
      2 / (k * √(a * b)) * Real.arctan (√(a * b) / (a * k) * X) := by
  have hs : 0 < √(a * b) := Real.sqrt_pos.mpr (mul_pos ha hb)
  have hc : √(a * b) / (a * k) ≠ 0 := by positivity
  rw [funext (lorentzian_rescale ha hb hk)]
  have h1 : ∫ x in (-X)..X, (1 + (√(a * b) / (a * k) * x) ^ 2)⁻¹ =
      (√(a * b) / (a * k))⁻¹ * (Real.arctan (√(a * b) / (a * k) * X) -
        Real.arctan (√(a * b) / (a * k) * (-X))) := by
    exact (intervalIntegral.integral_comp_mul_left (a := -X) (b := X)
      (fun y : ℝ => (1 + y ^ 2)⁻¹) hc).trans
        (congrArg (fun t : ℝ => (√(a * b) / (a * k))⁻¹ * t) integral_inv_one_add_sq)
  rw [intervalIntegral.integral_const_mul, h1, mul_neg, Real.arctan_neg]
  generalize Real.arctan (√(a * b) / (a * k) * X) = t
  rw [sub_neg_eq_add, ← two_mul]
  field_simp
```

## (d) Failure at zero in-plane wavenumber

Let $b>0$ and let $a$ be any real number. Show that at $k=0$ the function is not integrable over the real line:

$$\int_{-\infty}^{\infty}\frac{dx}{a\cdot 0^2+bx^2}=\infty .$$

Suppose it were integrable, with finite integral $C$. For every $k>0$ and $x\ne0$,

$$\frac{1}{bk^2+bx^2}\le\frac{1}{bx^2}.$$

Integrating, and applying part (b) with both permittivities equal to $b$, gives $\pi/(kb)\le C$ for all $k>0$. In particular $C>0$. The choice $k=\pi/((C+1)b)$ then yields $C+1\le C$, a contradiction.

The permittivity $a$ is multiplied by zero, so no sign condition on it is needed. Lean states the result as the negation of `Integrable`. The comparison is made by `integral_mono_ae`, which needs the inequality only away from the single point $x=0$; `h1` and `h2` insert the chosen wavenumber.

```lean
/-- At zero in-plane wavenumber the function `1 / (a k² + b x²)` is not integrable over the
out-of-plane wavenumber, for positive out-of-plane permittivity. -/
theorem not_integrable_at_zero (a : ℝ) (hb : 0 < b) :
    ¬ Integrable (fun x : ℝ => 1 / (a * 0 ^ 2 + b * x ^ 2)) := by
  intro h
  have hne : ({0}ᶜ : Set ℝ) ∈ ae volume := compl_mem_ae_iff.mpr (measure_singleton 0)
  -- integrability would bound the integrals at all positive wavenumbers by one constant
  obtain ⟨C, hC⟩ : ∃ C : ℝ, ∀ k : ℝ, 0 < k → π / (k * √(b * b)) ≤ C := by
    refine ⟨∫ x : ℝ, 1 / (a * 0 ^ 2 + b * x ^ 2), fun k hk => ?_⟩
    rw [← (integral_out_of_plane hb hb hk).2]
    refine integral_mono_ae (integral_out_of_plane hb hb hk).1 h ?_
    filter_upwards [hne] with x hx
    have hx0 : x ≠ 0 := hx
    have h0 : a * 0 ^ 2 + b * x ^ 2 = b * x ^ 2 := by ring
    show 1 / (b * k ^ 2 + b * x ^ 2) ≤ 1 / (a * 0 ^ 2 + b * x ^ 2)
    rw [h0]
    have hp : 0 < b * x ^ 2 := by positivity
    have hq : 0 < b * k ^ 2 := by positivity
    exact one_div_le_one_div_of_le hp (by linarith)
  have hs : 0 < √(b * b) := Real.sqrt_pos.mpr (mul_pos hb hb)
  have hC0 : 0 < C := lt_of_lt_of_le (by positivity) (hC 1 one_pos)
  -- at a small enough wavenumber the integral exceeds the bound
  have h1 := hC (π / ((C + 1) * √(b * b))) (by positivity)
  have h2 : π / (π / ((C + 1) * √(b * b)) * √(b * b)) = C + 1 := by
    field_simp
  linarith
```

## (e) From the bulk kernel to the planar kernel

For $a,b,k>0$, show that $K(k,x)$ is integrable in $x$ and that

$$\int_{-\infty}^{\infty}K(k,x)\,dx
=2\pi\cdot\frac{2\pi}{k\sqrt{ab}}.$$

The kernel is $4\pi$ times the function in part (b), so it is integrable and its integral is $4\pi\cdot\pi/(k\sqrt{ab})$, which is the stated product. The factor $2\pi$ is kept apart because it will cancel one power of $2\pi$ in the Fourier normalisation. For $a=b=1$ the other factor is the familiar two-dimensional kernel $2\pi/k$.

The proof rewrites the kernel as this multiple and applies both halves of `integral_out_of_plane`.

```lean
/-- For positive permittivities and positive in-plane wavenumber `k`, the uniaxial Coulomb kernel
is integrable over the out-of-plane wavenumber, and its integral is `2π` times the planar kernel
`2π / (k √(a b))`. -/
theorem integral_coulombKernel (ha : 0 < a) (hb : 0 < b) (hk : 0 < k) :
    Integrable (fun x : ℝ => coulombKernel a b k x) ∧
      ∫ x : ℝ, coulombKernel a b k x = 2 * π * (2 * π / (k * √(a * b))) := by
  have h : (fun x : ℝ => coulombKernel a b k x) =
      fun x => 4 * π * (1 / (a * k ^ 2 + b * x ^ 2)) := by
    funext x
    rw [coulombKernel, mul_one_div]
  rw [h]
  refine ⟨(integral_out_of_plane ha hb hk).1.const_mul _, ?_⟩
  rw [integral_const_mul, (integral_out_of_plane ha hb hk).2]
  ring
```

## (f) Integrating a weighted kernel over reciprocal space

Let $a,b>0$, and let $S$ be a real weight on in-plane wavevectors such that $S(q)/|q|$ is integrable over the plane. Show that $S(q)K(|q|,x)$ is integrable over three-dimensional reciprocal space and that

$$\int d^2q\,dx\;S(q)\,K(|q|,x)
=2\pi\int d^2q\;S(q)\,\frac{2\pi}{|q|\sqrt{ab}}.$$

The point $q=0$ has zero area and may be left out. For $q\neq0$ the kernel is nonnegative, so part (e) gives

$$\int_{-\infty}^{\infty}|S(q)K(|q|,x)|\,dx
=\frac{4\pi^2}{\sqrt{ab}}\,\frac{|S(q)|}{|q|}.$$

The right-hand side is integrable over the plane by hypothesis, hence the weighted kernel is integrable over the product space. Fubini's theorem then allows the $x$ integral to be done first, and part (e) evaluates it as $S(q)$ times $4\pi^2/(|q|\sqrt{ab})$.

The Lean proof first recovers measurability of $S$ by writing it as $(S(q)/|q|)\,|q|$ away from the origin. The criterion `integrable_prod_iff` then asks for integrability in $x$ at almost every $q$, and for integrability in $q$ of the absolute integral above. Finally `integral_prod` applies Fubini.

```lean
/-- Let the permittivities be positive and let `S` be a weight on in-plane wavevectors with
`S(q)/|q|` integrable. Then `S` times the uniaxial Coulomb kernel is integrable over
three-dimensional reciprocal space, and its integral reduces to one over in-plane wavevectors. -/
theorem reduction_to_plane (ha : 0 < a) (hb : 0 < b) {S : Plane → ℝ}
    (hS : Integrable (fun q : Plane => S q / ‖q‖)) :
    Integrable (fun p : Plane × ℝ => S p.1 * coulombKernel a b ‖p.1‖ p.2) ∧
      ∫ p : Plane × ℝ, S p.1 * coulombKernel a b ‖p.1‖ p.2 =
        2 * π * ∫ q : Plane, S q * (2 * π / (‖q‖ * √(a * b))) := by
  have hs : 0 < √(a * b) := Real.sqrt_pos.mpr (mul_pos ha hb)
  -- the zero wavevector is a null set
  have hne : ({0}ᶜ : Set Plane) ∈ ae volume := compl_mem_ae_iff.mpr (measure_singleton 0)
  have hSm : AEStronglyMeasurable S volume := by
    refine (hS.aestronglyMeasurable.mul continuous_norm.aestronglyMeasurable).congr ?_
    filter_upwards [hne] with q hq
    have hq0 : ‖q‖ ≠ 0 := norm_ne_zero_iff.mpr hq
    show S q / ‖q‖ * ‖q‖ = S q
    field_simp
  have hK : Measurable (fun p : Plane × ℝ => coulombKernel a b ‖p.1‖ p.2) := by
    unfold coulombKernel
    fun_prop
  have hm : AEStronglyMeasurable
      (fun p : Plane × ℝ => S p.1 * coulombKernel a b ‖p.1‖ p.2) (volume.prod volume) :=
    hSm.comp_fst.mul hK.aestronglyMeasurable
  have hF : Integrable
      (fun p : Plane × ℝ => S p.1 * coulombKernel a b ‖p.1‖ p.2) (volume.prod volume) := by
    refine (integrable_prod_iff hm).mpr ⟨?_, ?_⟩
    · filter_upwards [hne] with q hq
      exact (integral_coulombKernel ha hb (norm_pos_iff.mpr hq)).1.const_mul (S q)
    · refine (hS.norm.mul_const (2 * π * (2 * π / √(a * b)))).congr ?_
      filter_upwards [hne] with q hq
      have hq0 : 0 < ‖q‖ := norm_pos_iff.mpr hq
      have hn : ∀ x : ℝ, ‖S q * coulombKernel a b ‖q‖ x‖ =
          ‖S q‖ * coulombKernel a b ‖q‖ x := fun x => by
        have h0 : 0 ≤ coulombKernel a b ‖q‖ x := by
          unfold coulombKernel
          positivity
        rw [norm_mul, Real.norm_of_nonneg h0]
      show ‖S q / ‖q‖‖ * (2 * π * (2 * π / √(a * b))) =
        ∫ x : ℝ, ‖S q * coulombKernel a b ‖q‖ x‖
      simp_rw [hn]
      rw [integral_const_mul, (integral_coulombKernel ha hb hq0).2, norm_div, norm_norm]
      field_simp
  refine ⟨hF, ?_⟩
  -- Fubini: integrate over the out-of-plane wavenumber first
  rw [Measure.volume_eq_prod, integral_prod _ hF, ← integral_const_mul]
  refine integral_congr_ae ?_
  filter_upwards [hne] with q hq
  show ∫ x : ℝ, S q * coulombKernel a b ‖q‖ x =
    2 * π * (S q * (2 * π / (‖q‖ * √(a * b))))
  rw [integral_const_mul, (integral_coulombKernel ha hb (norm_pos_iff.mpr hq)).2]
  ring
```

## (g) The sheet energy as an in-plane integral

Let $a,b>0$ and suppose that $|\sigma(q)|^2/|q|$ is integrable over the plane. Show that

$$E=\frac12\,\frac{1}{(2\pi)^2}\int d^2q\;|\sigma(q)|^2\,\frac{2\pi}{|q|\sqrt{ab}}.$$

Apply part (f) with $S(q)=|\sigma(q)|^2$:

$$E=\frac12\,\frac{1}{(2\pi)^3}\cdot2\pi
\int d^2q\;|\sigma(q)|^2\,\frac{2\pi}{|q|\sqrt{ab}},$$

and cancel one factor $2\pi$. The Lean proof does the same: `h` is the equality from part (f), and `field_simp` settles the prefactors.

The hypothesis says that the sheet has finite electrostatic energy. It permits a net charge, because $1/|q|$ is integrable near the origin of a plane. It excludes a point charge, for which $|\sigma(q)|$ is constant and the integral diverges at large $|q|$. The theorem also leaves out an infinite sheet whose charge is uniform or periodic in the plane: its Fourier transform consists of delta functions, and its total energy is infinite. If such a sheet has a net charge, even its energy per area is infinite, because of the divergence in part (d).

In a code, this formula replaces a three-dimensional reciprocal-space grid by a two-dimensional one. If the grid contains $q=0$, the kernel cannot be evaluated there directly; one option is to use its average over the grid cell around the origin, which is finite.

```lean
/-- For positive permittivities, the energy of a charged sheet is an integral over in-plane
wavevectors with the kernel `2π / (|q| √(a b))`, provided `|σ(q)|²/|q|` is integrable. -/
theorem sheetEnergy_eq (ha : 0 < a) (hb : 0 < b) {σ : Plane → ℂ}
    (hσ : Integrable (fun q : Plane => ‖σ q‖ ^ 2 / ‖q‖)) :
    sheetEnergy a b σ = 1 / 2 * (1 / (2 * π) ^ 2) *
      ∫ q : Plane, ‖σ q‖ ^ 2 * (2 * π / (‖q‖ * √(a * b))) := by
  have h := (reduction_to_plane ha hb (S := fun q => ‖σ q‖ ^ 2) hσ).2
  unfold sheetEnergy
  rw [h, ← mul_assoc]
  congr 1
  field_simp

end

end UniaxialSheetCoulomb
```

```lean
#print axioms UniaxialSheetCoulomb.integral_with_cutoff
#print axioms UniaxialSheetCoulomb.not_integrable_at_zero
#print axioms UniaxialSheetCoulomb.sheetEnergy_eq
```

```
'UniaxialSheetCoulomb.integral_with_cutoff' depends on axioms: [propext, Classical.choice, Quot.sound]
'UniaxialSheetCoulomb.not_integrable_at_zero' depends on axioms: [propext, Classical.choice, Quot.sound]
'UniaxialSheetCoulomb.sheetEnergy_eq' depends on axioms: [propext, Classical.choice, Quot.sound]
```
